# In RPA on a finite k-set with real positive weights, strong screening reduces the Raman response to the unnormalised weighted variance of its vertex

We model the electronic Raman response at one fixed frequency, on a finite nonempty set of momenta $k$, with a real weight $w_k>0$ at each point. The weight stands for the strength of the particle-hole response at $k$, as in the static limit, where it can be taken real and positive. For real functions $a,b$ on the set, define

$$\chi(a,b)=\sum_k w_k a_k b_k .$$

The Raman vertex $g$ describes how light couples to the electrons at each $k$, and the constant function $1$ is the density vertex. A number $V\ge 0$ represents the Coulomb repulsion, which grows without bound as the momentum transfer goes to zero. The weights are held fixed as $V$ grows. This is an assumption of the model. It fits the static limit at nonzero temperature, where the weights approach finite positive values as the momentum transfer goes to zero; for one band of non-interacting electrons at a fixed nonzero frequency, the weights instead vanish in that limit. The measured Raman intensity comes from the imaginary part of the response, which needs complex weights and is not covered.

## From induced density to vertex variance

Write $A=\chi(g,1)$ and $X=\chi(1,1)=\sum_k w_k>0$. In the random-phase approximation (RPA), the density $y$ induced by a unit field coupled to $g$ obeys

$$y=A-VXy,\qquad\text{so}\qquad y=\frac{A}{1+VX}.$$

The induced field $-Vy$ acts back through the density, and the response becomes

$$\chi(g,g)-VAy=\chi(g,g)-\frac{VA^2}{1+VX}.$$

Let $S=\chi(g,g)-A^2/X$. The screened response exceeds $S$ by

$$A^2\left(\frac1X-\frac{V}{1+VX}\right)=\frac{A^2}{X(1+VX)},$$

which tends to zero as $V\to\infty$. With the average $\bar g=A/X$,

$$\sum_k w_k(g_k-\bar g)^2=\chi(g,g)-2\bar gA+\bar g^2X=S .$$

Thus $S\ge0$; it is $X$ times the normalised variance. If $S=0$, every term vanishes, and $w_k>0$ forces $g_k=\bar g$ for all $k$. Conversely, replacing $g$ by $g+c$ adds $2cA+c^2X$ to both $\chi(g,g)$ and $A^2/X$, so $S$ is unchanged. A constant vertex therefore has the same $S$ as the zero vertex, namely $0$.

Suppose a permutation $\sigma$ satisfies $w_{\sigma(k)}=w_k$ and $g_{\sigma(k)}=-g_k$. Relabelling the sum gives $A=-A$, hence $A=0$. Then $y=0$ at every $V\ge0$, and the response keeps its bare value $\chi(g,g)$. On a square lattice, with momenta in units of the inverse lattice constant, the $B_{1g}$ vertex $\cos k_x-\cos k_y$ changes sign in this way when $k_x$ and $k_y$ are exchanged.

In this finite model of the electronic Raman response with real positive weights, the constant part of a vertex drops out of the response in the limit $V\to\infty$. The response of the $B_{1g}$ vertex keeps its bare value at every $V\ge0$ if the weights are symmetric under exchange of $k_x$ and $k_y$.

## The response functions in Lean

The type `ι` labels the k-points, and `w k` and `g k` are $w_k$ and $g_k$.

```lean
import Mathlib

open Filter Topology

namespace RamanScreening

noncomputable section

variable {ι : Type*} [Fintype ι] {w : ι → ℝ}

/-- Bare response between two real vertices `a` and `b` on a finite k-set with weights `w`. -/
def chi (w a b : ι → ℝ) : ℝ := ∑ k, w k * a k * b k
```

In `chi w g 1`, the last argument is the constant function. The next two definitions are the response at repulsion $V$ and $S$.

```lean
/-- Raman response of the vertex `g` screened by a density repulsion of strength `V`. -/
def screened (w : ι → ℝ) (V : ℝ) (g : ι → ℝ) : ℝ :=
  chi w g g - V * chi w g 1 ^ 2 / (1 + V * chi w 1 1)

/-- The bare Raman response minus the part carried by the total density. -/
def fullyScreened (w g : ι → ℝ) : ℝ :=
  chi w g g - chi w g 1 ^ 2 / chi w 1 1
```

The average $\bar g$ is a separate definition.

```lean
/-- Average of the vertex over the k-set, weighted by `w`. -/
def vertexAverage (w g : ι → ℝ) : ℝ := chi w g 1 / chi w 1 1
```

Positive weights on a nonempty set give $X>0$.

```lean
/-- The bare density response is positive. -/
theorem chi_one_pos [Nonempty ι] (hw : ∀ k, 0 < w k) : 0 < chi w 1 1 := by
  simp only [chi, Pi.one_apply, mul_one]
  exact Finset.sum_pos (fun k _ => hw k) Finset.univ_nonempty
```

## Solving for the induced density

The RPA equation enters as the hypothesis `hy`; it is not derived from a Hamiltonian. The proof solves it for `y`, using $1+VX>0$, and substitutes the result.

```lean
/-- If the induced density `y` solves the RPA equation, the Raman response with the
induced field included is `screened`. -/
theorem response_of_rpa [Nonempty ι] (hw : ∀ k, 0 < w k) {V : ℝ} (hV : 0 ≤ V)
    (g : ι → ℝ) {y : ℝ} (hy : y = chi w 1 g - V * chi w 1 1 * y) :
    chi w g g - V * chi w g 1 * y = screened w V g := by
  have h1 := chi_one_pos hw
  have h2 : 0 < 1 + V * chi w 1 1 := by
    have := mul_nonneg hV h1.le
    linarith
  have hc : chi w 1 g = chi w g 1 := by simp [chi]
  rw [hc] at hy
  -- solve the linear equation for the induced density
  have hy' : y = chi w g 1 / (1 + V * chi w 1 1) := by
    rw [eq_div_iff h2.ne']
    linear_combination hy
  rw [hy']
  unfold screened
  ring
```

The exact distance to $S$ follows by clearing the two positive denominators.

```lean
/-- Exact difference between the response at finite repulsion `V` and `fullyScreened`. -/
theorem screened_sub_fullyScreened [Nonempty ι] (hw : ∀ k, 0 < w k) {V : ℝ} (hV : 0 ≤ V)
    (g : ι → ℝ) :
    screened w V g - fullyScreened w g =
      chi w g 1 ^ 2 / (chi w 1 1 * (1 + V * chi w 1 1)) := by
  have h1 := chi_one_pos hw
  have h2 : 0 < 1 + V * chi w 1 1 := by
    have := mul_nonneg hV h1.le
    linarith
  unfold screened fullyScreened
  generalize chi w 1 1 = x at *
  have h1' := h1.ne'
  have h2' := h2.ne'
  field_simp
  ring
```

## Variance and constant shifts

The auxiliary identity `e` expands the square about an arbitrary reference value `m`, which is then set to the average.

```lean
/-- The fully screened response is the weighted sum of squared deviations of the vertex
from its average. -/
theorem fullyScreened_eq_variance [Nonempty ι] (hw : ∀ k, 0 < w k) (g : ι → ℝ) :
    fullyScreened w g = ∑ k, w k * (g k - vertexAverage w g) ^ 2 := by
  have h1 := (chi_one_pos hw).ne'
  -- expand the square for an arbitrary reference value
  have e : ∀ m : ℝ, ∑ k, w k * (g k - m) ^ 2 =
      chi w g g - 2 * m * chi w g 1 + m ^ 2 * chi w 1 1 := by
    intro m
    simp only [chi, Pi.one_apply, Finset.mul_sum, ← Finset.sum_sub_distrib,
      ← Finset.sum_add_distrib]
    exact Finset.sum_congr rfl (fun k _ => by ring)
  rw [e]
  unfold fullyScreened vertexAverage
  field_simp
  ring
```

For the shifted vertex, `e1` and `e2` compute the new $A$ and $\chi(g,g)$.

```lean
/-- Adding a constant to the vertex leaves the fully screened response unchanged. -/
theorem fullyScreened_add_const [Nonempty ι] (hw : ∀ k, 0 < w k) (g : ι → ℝ) (c : ℝ) :
    fullyScreened w (fun k => g k + c) = fullyScreened w g := by
  have h1 := (chi_one_pos hw).ne'
  have e1 : chi w (fun k => g k + c) 1 = chi w g 1 + c * chi w 1 1 := by
    simp only [chi, Pi.one_apply, Finset.mul_sum, ← Finset.sum_add_distrib]
    exact Finset.sum_congr rfl (fun k _ => by ring)
  have e2 : chi w (fun k => g k + c) (fun k => g k + c) =
      chi w g g + 2 * c * chi w g 1 + c ^ 2 * chi w 1 1 := by
    simp only [chi, Pi.one_apply, Finset.mul_sum, ← Finset.sum_add_distrib]
    exact Finset.sum_congr rfl (fun k _ => by ring)
  unfold fullyScreened
  rw [e1, e2]
  field_simp
  ring
```

## The limit and its zeros

The theorem states convergence, nonnegativity and the equality case together. Convergence uses the exact distance, whose denominator tends to infinity; the formula is needed only for $V\ge0$, which holds eventually. The variance gives the sign and the forward direction of the equivalence, and the constant shift gives the converse.

```lean
/-- For infinitely strong repulsion the Raman response tends to `fullyScreened`, which is
nonnegative and vanishes exactly when the vertex is constant over the k-set. -/
theorem strong_screening_limit [Nonempty ι] (hw : ∀ k, 0 < w k) (g : ι → ℝ) :
    Tendsto (fun V => screened w V g) atTop (𝓝 (fullyScreened w g)) ∧
      0 ≤ fullyScreened w g ∧
      (fullyScreened w g = 0 ↔ ∃ c, ∀ k, g k = c) := by
  have h1 := chi_one_pos hw
  have hpos : ∀ k ∈ Finset.univ, 0 ≤ w k * (g k - vertexAverage w g) ^ 2 :=
    fun k _ => mul_nonneg (hw k).le (sq_nonneg _)
  refine ⟨?_, ?_, ?_, ?_⟩
  · -- the distance to the limit is a fixed number over a denominator that tends to infinity
    have hden : Tendsto (fun V : ℝ => chi w 1 1 * (1 + V * chi w 1 1)) atTop atTop :=
      (tendsto_atTop_add_const_left _ 1 (tendsto_id.atTop_mul_const h1)).const_mul_atTop h1
    have h0 := (hden.const_div_atTop (chi w g 1 ^ 2)).const_add (fullyScreened w g)
    rw [add_zero] at h0
    refine h0.congr' ?_
    filter_upwards [eventually_ge_atTop (0 : ℝ)] with V hV
    have := screened_sub_fullyScreened hw hV g
    linarith
  · rw [fullyScreened_eq_variance hw]
    exact Finset.sum_nonneg hpos
  · -- zero variance forces every vertex value to equal the average
    intro h
    rw [fullyScreened_eq_variance hw, Finset.sum_eq_zero_iff_of_nonneg hpos] at h
    refine ⟨vertexAverage w g, fun k => ?_⟩
    rcases mul_eq_zero.mp (h k (Finset.mem_univ k)) with h' | h'
    · exact absurd h' (hw k).ne'
    · exact sub_eq_zero.mp (pow_eq_zero_iff two_ne_zero |>.mp h')
  · rintro ⟨c, hc⟩
    have hg : g = fun k => (0 : ι → ℝ) k + c := by
      funext k
      simp [hc k]
    rw [hg, fullyScreened_add_const hw]
    simp [fullyScreened, chi]
```

## Vertices that escape screening

Since $S$ differs from the bare response by $A^2/X$, the two agree exactly when $A=0$.

```lean
/-- The fully screened response equals the bare one exactly when the vertex does not couple
to the total density. -/
theorem fullyScreened_eq_bare_iff [Nonempty ι] (hw : ∀ k, 0 < w k) (g : ι → ℝ) :
    fullyScreened w g = chi w g g ↔ chi w g 1 = 0 := by
  unfold fullyScreened
  constructor
  · intro h
    have h' : chi w g 1 ^ 2 / chi w 1 1 = 0 := by linarith
    rcases div_eq_zero_iff.mp h' with h'' | h''
    · exact pow_eq_zero_iff two_ne_zero |>.mp h''
    · exact absurd h'' (chi_one_pos hw).ne'
  · intro h
    rw [h]
    simp
```

A symmetry supplies this condition. `Equiv.sum_comp` performs the relabelling, and the RPA equation then reduces to $(1+VX)y=0$.

```lean
/-- If a weight-preserving permutation of the k-set flips the sign of the vertex, the RPA
equation gives zero induced density at every repulsion `V ≥ 0`, and the fully screened
response equals the bare one. -/
theorem unscreened_of_sign_flip [Nonempty ι] (hw : ∀ k, 0 < w k) {g : ι → ℝ}
    (σ : Equiv.Perm ι) (hσw : ∀ k, w (σ k) = w k) (hσg : ∀ k, g (σ k) = -g k) :
    (∀ V y : ℝ, 0 ≤ V → y = chi w 1 g - V * chi w 1 1 * y → y = 0) ∧
      fullyScreened w g = chi w g g := by
  -- relabelling the k-points shows that the density coupling equals its own negative
  have h : chi w g 1 = -chi w g 1 := by
    calc chi w g 1 = ∑ k, w (σ k) * g (σ k) * 1 :=
          (Equiv.sum_comp σ (fun k => w k * g k * 1)).symm
      _ = -chi w g 1 := by simp [chi, hσw, hσg]
  have h0 : chi w g 1 = 0 := by linarith
  refine ⟨fun V y hV hy => ?_, (fullyScreened_eq_bare_iff hw g).mpr h0⟩
  have hc : chi w 1 g = chi w g 1 := by simp [chi]
  rw [hc, h0] at hy
  have h2 : 0 < 1 + V * chi w 1 1 := by
    have := mul_nonneg hV (chi_one_pos hw).le
    linarith
  have h3 : (1 + V * chi w 1 1) * y = 0 := by linear_combination hy
  exact (mul_eq_zero.mp h3).resolve_left h2.ne'
```

On the grid `κ × κ`, the function `q` assigns a momentum to each index along either axis, with no spacing prescribed. The hypothesis `hsymm` requires only exchange symmetry of the weights, not the full symmetry of the square. The permutation is `Equiv.prodComm`. For strict positivity, the vertex is zero at `(i, i)` but nonzero at `(i, j)`, so it is not constant.

```lean
/-- The B1g vertex `cos kx - cos ky` on a square momentum grid, with weights symmetric under
exchange of `kx` and `ky`, has a fully screened response that equals the bare one and is
positive if two grid momenta have different cosines. -/
theorem b1g_grid_response {κ : Type*} [Fintype κ] (q : κ → ℝ) {w : κ × κ → ℝ}
    (hw : ∀ p, 0 < w p) (hsymm : ∀ p, w p.swap = w p)
    {i j : κ} (hij : Real.cos (q i) ≠ Real.cos (q j)) :
    let g : κ × κ → ℝ := fun p => Real.cos (q p.1) - Real.cos (q p.2)
    fullyScreened w g = chi w g g ∧ 0 < fullyScreened w g := by
  intro g
  have : Nonempty (κ × κ) := ⟨(i, j)⟩
  obtain ⟨-, hnonneg, hzero⟩ := strong_screening_limit hw g
  refine ⟨(unscreened_of_sign_flip hw (Equiv.prodComm κ κ) (fun p => hsymm p)
    (fun p => ?_)).2, lt_of_le_of_ne hnonneg (fun h => ?_)⟩
  · change Real.cos (q p.2) - Real.cos (q p.1) = -(Real.cos (q p.1) - Real.cos (q p.2))
    ring
  · -- the vertex vanishes on the diagonal but not at (i, j), so it is not constant
    obtain ⟨c, hc⟩ := hzero.mp h.symm
    have h1 : Real.cos (q i) - Real.cos (q i) = c := hc (i, i)
    have h2 : Real.cos (q i) - Real.cos (q j) = c := hc (i, j)
    exact hij (by linarith)

end

end RamanScreening
```

```lean
#print axioms RamanScreening.response_of_rpa
#print axioms RamanScreening.strong_screening_limit
#print axioms RamanScreening.b1g_grid_response
```

```
'RamanScreening.response_of_rpa' depends on axioms: [propext, Classical.choice, Quot.sound]
'RamanScreening.strong_screening_limit' depends on axioms: [propext, Classical.choice, Quot.sound]
'RamanScreening.b1g_grid_response' depends on axioms: [propext, Classical.choice, Quot.sound]
```
